# Any complex quadratic form in a qubit's two amplitudes vanishes at some normalised state

The declaration `exists_unit_root` says that for any complex `p`, `q`, `r` there are amplitudes `x`, `y` with |x|² + |y|² = 1 and px² + qxy + ry² = 0. Read as physics, some normalised pure state of a two-level system makes the given quadratic form in its amplitudes vanish; the form contains no complex conjugates, so it is not an expectation value. If `p = 0`, the proof takes the state (1, 0). Otherwise it takes a square root of the discriminant to get a root `w` of pw² + qw + r, then rescales the vector (w, 1) to unit length by a real factor `k`.

Lean 4 with Mathlib refuses this proof:

```lean
import Mathlib

open Matrix
open scoped ComplexConjugate Kronecker

namespace ExistsUnitRoot

local notation "M₂" => Matrix (Fin 2) (Fin 2) ℂ
local notation "U₂" => unitaryGroup (Fin 2) ℂ

/-- Every complex quadratic form in two variables vanishes at some unit vector. -/
theorem exists_unit_root (p q r : ℂ) :
    ∃ x y : ℂ, x * conj x + y * conj y = 1 ∧ p * x ^ 2 + q * x * y + r * y ^ 2 = 0 := by
  by_cases hp : p = 0
  · exact ⟨1, 0, by simp, by simp [hp]⟩
  obtain ⟨z, hz⟩ := IsAlgClosed.exists_pow_nat_eq (q ^ 2 - 4 * p * r) (n := 2) two_pos
  obtain ⟨w, h1⟩ : ∃ w, 2 * p * w = -q + z := ⟨(-q + z) / (2 * p), by field_simp⟩
  have hw : p * w ^ 2 + q * w + r = 0 := by
    apply mul_left_cancel₀ (mul_ne_zero four_ne_zero hp)
    linear_combination (2 * p * w + q + z) * h1 + hz
  -- rescale the root `(w, 1)` to unit length
  have hn : 0 < Complex.normSq w + 1 := by linarith [Complex.normSq_nonneg w]
  obtain ⟨k, hk⟩ : ∃ k : ℝ, k ^ 2 * (Complex.normSq w + 1) = 1 :=
    ⟨(√(Complex.normSq w + 1))⁻¹, by
      rw [inv_pow, Real.sq_sqrt hn.le, inv_mul_cancel₀ hn.ne']⟩
  have hkc : (k : ℂ) ^ 2 * (w * conj w + 1) = 1 := by
    rw [Complex.mul_conj]
    exact_mod_cast hk
  refine ⟨k * w, k, ?_, ?_⟩
  · simp only [map_mul, Complex.conj_ofReal]
    linear_combination hkc
  · linear_combination (k : ℂ) ^ 2 * hw

end ExistsUnitRoot
```

The error:

```
Main.lean:19:40: error(lean.synthInstanceFailed): failed to synthesize instance of type class
  NeZero 4

Hint: Type class instance resolution failures can be inspected with the `set_option trace.Meta.synthInstance true` command.
Main.lean:18:41: error: unsolved goals
p q r : ℂ
hp : ¬p = 0
z : ℂ
hz : z ^ 2 = q ^ 2 - 4 * p * r
w : ℂ
h1 : 2 * p * w = -q + z
⊢ NeZero 4
```

After these edits no error is left:

```diff
@@ -17,5 +17,5 @@
   obtain ⟨w, h1⟩ : ∃ w, 2 * p * w = -q + z := ⟨(-q + z) / (2 * p), by field_simp⟩
   have hw : p * w ^ 2 + q * w + r = 0 := by
-    apply mul_left_cancel₀ (mul_ne_zero four_ne_zero hp)
+    apply mul_left_cancel₀ (mul_ne_zero (by norm_num : (4 : ℂ) ≠ 0) hp)
     linear_combination (2 * p * w + q + z) * h1 + hz
   -- rescale the root `(w, 1)` to unit length
@@ -27,8 +27,7 @@
     rw [Complex.mul_conj]
     exact_mod_cast hk
-  refine ⟨k * w, k, ?_, ?_⟩
-  · simp only [map_mul, Complex.conj_ofReal]
-    linear_combination hkc
-  · linear_combination (k : ℂ) ^ 2 * hw
+  refine ⟨k * w, k, ?_, by linear_combination (k : ℂ) ^ 2 * hw⟩
+  simp only [map_mul, Complex.conj_ofReal]
+  linear_combination hkc
 
 end ExistsUnitRoot
```

Cause. Both messages come from one step, the proof of `hw`, which cancels the nonzero factor 4p from an equation. To show that factor nonzero, the attempt uses `four_ne_zero`, which needs an instance of `NeZero 4`. The first message says that Lean could not synthesise this instance. The second shows the same `NeZero 4` left over as an unsolved goal at the end of the proof of `hw`. The messages do not print the type of this 4, and the attempt does not write it at that point, so they do not settle why the search failed.

The repair replaces `four_ne_zero` with `(by norm_num : (4 : ℂ) ≠ 0)`. This states outright that the 4 is a complex number and has `norm_num` prove it nonzero, so the instance that `four_ne_zero` asked for is no longer needed and neither message arises.

The other change, which moves the proof of the last equation into the `refine` line, is mere tidying.
